# The matrix rotating two distinct real orbitals into each other is orthogonal at every angle

Mixing two orbitals by a plane rotation is an elementary step in changing an orbital basis, and the theorem says that the matrix of this step is orthogonal. For a finite set of orbital indices, two different indices `i` and `j`, and any real angle t, it takes the real matrix R = 1 + sin t K + (1 − cos t) K², where K = E_ij − E_ji, and states that R Rᵀ = 1. No Hamiltonian or electronic state enters. The proof first shows that Kᵀ = −K and K³ = −K, then expands the product and uses a trigonometric identity to make the remaining coefficient of K² vanish.

Lean 4 with Mathlib refuses this proof:

```lean
import Mathlib

open Matrix

namespace PairRotationOrthogonal

noncomputable section

variable {ι : Type*} [Fintype ι] [DecidableEq ι]

/-- The matrix `E_ij - E_ji`, which for `i ≠ j` generates the rotations in the plane of orbitals `i`
and `j`. -/
def pairGenerator (i j : ι) : Matrix ι ι ℝ := Matrix.single i j 1 - Matrix.single j i 1

/-- The matrix `1 + sin t K + (1 - cos t) K²`, with `K` the generator of the pair `i`, `j`. -/
def pairRotation (i j : ι) (t : ℝ) : Matrix ι ι ℝ :=
  1 + Real.sin t • pairGenerator i j
    + (1 - Real.cos t) • (pairGenerator i j * pairGenerator i j)

/-- For two different orbitals the pair rotation is orthogonal at every angle. -/
theorem pairRotation_orthogonal {i j : ι} (h : i ≠ j) (t : ℝ) :
    pairRotation i j t * (pairRotation i j t)ᵀ = 1 := by
  have hT : (pairGenerator i j)ᵀ = -pairGenerator i j := by
    simp [pairGenerator, Matrix.transpose_sub, Matrix.transpose_single]
  have h3 : pairGenerator i j * pairGenerator i j * pairGenerator i j
      = -pairGenerator i j := by
    simp [pairGenerator, sub_mul, mul_sub, h, h.symm]
  have hc : 2 * (1 - Real.cos t) - Real.sin t ^ 2 - (1 - Real.cos t) ^ 2 = 0 := by
    linear_combination -Real.sin_sq_add_cos_sq t
  simp only [pairRotation, Matrix.transpose_add, Matrix.transpose_one, Matrix.transpose_smul,
    Matrix.transpose_mul, hT, add_mul, mul_add, one_mul, mul_one, smul_mul_assoc,
    mul_smul_comm, neg_mul, mul_neg, neg_neg, ← mul_assoc, h3]
  linear_combination (norm := module) hc • (pairGenerator i j * pairGenerator i j)

end

end PairRotationOrthogonal
```

Lean reports:

```
Main.lean:26:30: error: unsolved goals
ι : Type u_1
inst✝¹ : Fintype ι
inst✝ : DecidableEq ι
i j : ι
h : i ≠ j
t : ℝ
hT : (pairGenerator i j)ᵀ = -pairGenerator i j
⊢ -single i j 1 + single j i 1 = single j i 1 - single i j 1
```

Fix (accepted with no message):

```diff
@@ -26,4 +26,5 @@
       = -pairGenerator i j := by
     simp [pairGenerator, sub_mul, mul_sub, h, h.symm]
+    abel
   have hc : 2 * (1 - Real.cos t) - Real.sin t ^ 2 - (1 - Real.cos t) ^ 2 = 0 := by
     linear_combination -Real.sin_sq_add_cos_sq t
```

Cause. The one error is in the proof of `h3`, the identity K³ = −K. There `simp` unfolds K and multiplies out the matrix units, and it gets the right answer on both sides, but in two different forms. The left side has become `-single i j 1 + single j i 1` and the right side `single j i 1 - single i j 1`. These are equal, since −a + b = b − a in any commutative additive group, but the `simp` call doesn't rewrite one form into the other, so Lean reports an unsolved goal.

The added line `abel` proves equalities that follow from the laws of a commutative additive group. Matrices under addition are such a group, and `abel` closes the goal by treating the two matrix units as plain symbols. Nothing more about their products is needed, because `simp` has already worked those out.
